# Nested gamma-matrix contraction in d dimensions multiplies a product of k distinct generators by (d − 2k)²

## Why does the tensor vertex lose its divergence?

To get the ultraviolet divergence of the one-loop correction to an electron bilinear $\bar\psi\,\Gamma\,\psi$ in Feynman gauge, I drop masses and external momenta from the numerator, which leaves $\gamma^\mu \slashed{q}\,\Gamma\,\slashed{q}\,\gamma_\mu$ with loop momentum $q$. Replacing $q_\rho q_\sigma$ by $q^2 g_{\rho\sigma}/d$ turns this into

$$\frac{q^2}{d}\,\gamma^\mu\gamma^\rho\,\Gamma\,\gamma_\rho\gamma_\mu .$$

At $d=4$ the double contraction gives me 16 for $\Gamma=1$, 4 for $\gamma^\alpha$ and 0 for $\sigma^{\alpha\beta}$. Nothing in the integral singles out the tensor. Is the zero an accident of my representation or metric signature?

## Equal numbers of present and absent generators

No. It follows from the anticommutation relations and a count. Write $e_i$ for $\gamma^i$, with $e_i^2=\eta_i=\pm1$ and $e_ie_j=-e_je_i$ for $i\neq j$. Lowering an index multiplies by $\eta_i$, so $\gamma^\mu X\gamma_\mu=\sum_i\eta_i e_iXe_i$.

Let $G$ be a product of $k$ distinct generators, and move the left-hand $e_i$ through it.

- If $e_i$ is absent from $G$, it passes $k$ factors with a sign each: $\eta_i e_iGe_i=(-1)^k\eta_i^2G=(-1)^kG$.
- If $e_i$ is present, it passes itself without a sign, so the result is $-(-1)^kG$.

There are $d-k$ absent and $k$ present generators, hence

$$\sum_i\eta_i e_iGe_i=(-1)^k\big[(d-k)-k\big]G=(-1)^k(d-2k)\,G .$$

The contraction is linear, so a second one squares the factor to $(d-2k)^2$. For $\alpha\neq\beta$, $\sigma^{\alpha\beta}$ is $i\gamma^\alpha\gamma^\beta$, so $k=2$: two generators are present, two are absent, and they cancel.

After the division by $d=4$, your scalar, vector and tensor divergences stand in the ratio $4:1:0$. The tensor operator is still renormalized: in Feynman gauge its one-loop divergence comes entirely from the electron field.

The crossed ordering $\gamma^\mu\gamma^\nu X\gamma_\mu\gamma_\nu$ works for any $X$. For $i\neq j$, reversing the last pair gives minus the nested term. For $i=j$, both orderings give $X$, so crossed plus nested is $2X$ for each of the $d$ diagonal terms. The crossed sum is therefore $2dX$ minus the nested contraction.

In the Lean file below, `CliffordFrame e η` states the relations in an arbitrary ring `R`, so no representation or signature is chosen. `Fintype.card ι` is $d$, `l.length` is $k$, and `l.Nodup` says that the generators are distinct. The name `vertex` means only the matrix product $G$, not the full vertex function. `contract` is the metric-weighted sum. `majorana_witness` exhibits real $4\times4$ matrices obeying the relations with signature $(-,+,+,+)$.

```lean
import Mathlib

open Finset

namespace GammaContraction

/-- Generators `e i` that anticommute pairwise and square to the metric signs `η i = ±1`. -/
structure CliffordFrame {ι R : Type*} [Ring R] (e : ι → R) (η : ι → ℤ) : Prop where
  sign : ∀ i, η i = 1 ∨ η i = -1
  sq : ∀ i, e i * e i = η i • (1 : R)
  anti : ∀ i j, i ≠ j → e i * e j = -(e j * e i)

/-- The vertex matrix formed as the ordered product of the generators listed in `l`. -/
def vertex {ι R : Type*} [Ring R] (e : ι → R) (l : List ι) : R := (l.map e).prod

/-- The index contraction `X ↦ ∑ i, η i e i X e i`, written `γ^μ X γ_μ` in physics. -/
def contract {ι R : Type*} [Fintype ι] [Ring R] (e : ι → R) (η : ι → ℤ) (X : R) : R :=
  ∑ i, η i • (e i * X * e i)

/-- Four real gamma matrices in the Majorana form. -/
def majorana : Fin 4 → Matrix (Fin 4) (Fin 4) ℤ :=
  ![!![0, 0, 0, 1; 0, 0, 1, 0; 0, -1, 0, 0; -1, 0, 0, 0],
    !![0, 0, 1, 0; 0, 0, 0, 1; 1, 0, 0, 0; 0, 1, 0, 0],
    !![1, 0, 0, 0; 0, 1, 0, 0; 0, 0, -1, 0; 0, 0, 0, -1],
    !![0, 0, 0, 1; 0, 0, -1, 0; 0, -1, 0, 0; 1, 0, 0, 0]]

/-- The Majorana matrices satisfy the Clifford relations with signature `(-,+,+,+)`. -/
theorem majorana_witness : CliffordFrame majorana ![-1, 1, 1, 1] where
  sign := by decide +kernel
  sq := by decide +kernel
  anti := by decide +kernel

variable {ι R : Type*} [Ring R] {e : ι → R} {η : ι → ℤ}

/-- Each metric sign of a Clifford frame squares to one. -/
theorem CliffordFrame.sign_sq (h : CliffordFrame e η) (i : ι) : η i * η i = 1 := by
  rcases h.sign i with s | s <;> rw [s] <;> norm_num

/-- Sandwiching a product of `k` generators between two copies of a generator that is
absent from it gives the factor `(-1)^k`, once the metric sign is included. -/
theorem sandwich_of_notMem (h : CliffordFrame e η) {i : ι} {l : List ι} (hi : i ∉ l) :
    η i • (e i * vertex e l * e i) = ((-1 : ℤ) ^ l.length) • vertex e l := by
  induction l with
  | nil =>
    simp only [vertex, List.map_nil, List.prod_nil, mul_one, List.length_nil, pow_zero,
      one_smul, h.sq, smul_smul, h.sign_sq]
  | cons a t ih =>
    rw [List.mem_cons, not_or] at hi
    have hv : vertex e (a :: t) = e a * vertex e t := by simp [vertex]
    rw [hv, List.length_cons]
    -- move `e i` past the first factor, at the price of one sign
    calc η i • (e i * (e a * vertex e t) * e i)
        = -(e a * (η i • (e i * vertex e t * e i))) := by
          rw [← mul_assoc (e i), h.anti i a hi.1, mul_smul_comm, ← smul_neg]
          congr 1
          noncomm_ring
      _ = ((-1 : ℤ) ^ (t.length + 1)) • (e a * vertex e t) := by
          rw [ih hi.2, mul_smul_comm, pow_succ]
          module

/-- If the outer generator occurs in a product of `k` distinct generators, the sandwich
with its metric sign gives the factor `-(-1)^k`. -/
theorem sandwich_of_mem (h : CliffordFrame e η) {i : ι} {l : List ι} (hl : l.Nodup)
    (hi : i ∈ l) :
    η i • (e i * vertex e l * e i) = (-(-1 : ℤ) ^ l.length) • vertex e l := by
  induction l with
  | nil => simp at hi
  | cons a t ih =>
    have hn := List.nodup_cons.mp hl
    have hv : vertex e (a :: t) = e a * vertex e t := by simp [vertex]
    rw [hv, List.length_cons]
    by_cases hia : a = i
    · -- the first factor is `e i` itself, and the rest does not contain it
      rw [hia] at hn ⊢
      calc η i • (e i * (e i * vertex e t) * e i)
          = e i * (η i • (e i * vertex e t * e i)) := by
            rw [mul_smul_comm]
            simp only [mul_assoc]
        _ = (-(-1 : ℤ) ^ (t.length + 1)) • (e i * vertex e t) := by
            rw [sandwich_of_notMem h hn.1, mul_smul_comm, pow_succ]
            module
    · have hit : i ∈ t := (List.mem_cons.mp hi).resolve_left (Ne.symm hia)
      calc η i • (e i * (e a * vertex e t) * e i)
          = -(e a * (η i • (e i * vertex e t * e i))) := by
            rw [← mul_assoc (e i), h.anti i a (Ne.symm hia), mul_smul_comm, ← smul_neg]
            congr 1
            noncomm_ring
        _ = (-(-1 : ℤ) ^ (t.length + 1)) • (e a * vertex e t) := by
            rw [ih hn.2 hit, mul_smul_comm, pow_succ]
            module

variable [Fintype ι]

/-- Contracting a product of `k` distinct generators in dimension `d` multiplies it
by `(-1)^k (d - 2k)`. -/
theorem contract_vertex (h : CliffordFrame e η) {l : List ι} (hl : l.Nodup) :
    contract e η (vertex e l) =
      ((-1 : ℤ) ^ l.length * ((Fintype.card ι : ℤ) - 2 * l.length)) • vertex e l := by
  classical
  have hc : (∑ i : ι, if i ∈ l.toFinset then (1 : ℤ) else 0) = l.length := by
    rw [Finset.sum_ite_mem, Finset.univ_inter, Finset.sum_const,
      List.toFinset_card_of_nodup hl]
    simp
  have hterm : ∀ i, η i • (e i * vertex e l * e i) =
      ((-1 : ℤ) ^ l.length * (1 - 2 * if i ∈ l.toFinset then (1 : ℤ) else 0)) •
        vertex e l := by
    intro i
    by_cases hi : i ∈ l
    · rw [sandwich_of_mem h hl hi, if_pos (List.mem_toFinset.mpr hi)]
      module
    · rw [sandwich_of_notMem h hi, if_neg (fun hm => hi (List.mem_toFinset.mp hm))]
      module
  -- count the generators present in and absent from the vertex
  unfold contract
  rw [Finset.sum_congr rfl (fun i _ => hterm i), ← Finset.sum_smul, ← Finset.mul_sum,
    Finset.sum_sub_distrib, ← Finset.mul_sum, hc]
  simp only [Finset.sum_const, Finset.card_univ, nsmul_eq_mul, mul_one]

/-- Two nested contractions multiply a product of `k` distinct generators in dimension `d`
by `(d - 2k)^2`. -/
theorem contract_contract_vertex (h : CliffordFrame e η) {l : List ι} (hl : l.Nodup) :
    contract e η (contract e η (vertex e l)) =
      (((Fintype.card ι : ℤ) - 2 * l.length) ^ 2) • vertex e l := by
  have hlin : ∀ (c : ℤ) (X : R), contract e η (c • X) = c • contract e η X := by
    intro c X
    unfold contract
    rw [Finset.smul_sum]
    refine Finset.sum_congr rfl fun i _ => ?_
    rw [mul_smul_comm, smul_mul_assoc, smul_comm]
  have hs : (-1 : ℤ) ^ l.length * (-1) ^ l.length = 1 := by
    rw [← mul_pow]
    norm_num
  rw [contract_vertex h hl, hlin, contract_vertex h hl, smul_smul]
  congr 1
  linear_combination ((Fintype.card ι : ℤ) - 2 * l.length) ^ 2 * hs

/-- For any `X`, the crossed contraction `γ^μ γ^ν X γ_μ γ_ν` in dimension `d` equals `2d X`
minus the nested contraction. -/
theorem crossed_contraction (h : CliffordFrame e η) (X : R) :
    ∑ i, ∑ j, (η i * η j) • (e i * e j * X * (e i * e j)) =
      (2 * (Fintype.card ι : ℤ)) • X - contract e η (contract e η X) := by
  classical
  have hterm : ∀ i j, (η i * η j) • (e i * e j * X * (e i * e j)) =
      (if i = j then (2 : ℤ) • X else 0) -
        η i • (e i * (η j • (e j * X * e j)) * e i) := by
    intro i j
    by_cases hij : i = j
    · subst hij
      have h1 : e i * e i * X * (e i * e i) = X := by
        rw [h.sq]
        simp only [smul_mul_assoc, mul_smul_comm, one_mul, mul_one, smul_smul,
          h.sign_sq, one_smul]
      have h2 : e i * (e i * X * e i) * e i = X := by
        calc e i * (e i * X * e i) * e i = e i * e i * X * (e i * e i) := by
              simp only [mul_assoc]
          _ = X := h1
      rw [if_pos rfl, mul_smul_comm, smul_mul_assoc, smul_smul, h1, h2, h.sign_sq]
      module
    · -- reversing the right-hand pair costs a sign
      have h4 : e i * e j * X * (e i * e j) = -(e i * (e j * X * e j) * e i) := by
        calc e i * e j * X * (e i * e j) = e i * e j * X * (-(e j * e i)) := by
              rw [← h.anti i j hij]
          _ = -(e i * (e j * X * e j) * e i) := by noncomm_ring
      rw [if_neg hij, mul_smul_comm, smul_mul_assoc, smul_smul, h4]
      module
  have hcc : contract e η (contract e η X) =
      ∑ i, ∑ j, η i • (e i * (η j • (e j * X * e j)) * e i) := by
    simp only [contract, Finset.mul_sum, Finset.sum_mul, Finset.smul_sum]
  rw [hcc]
  simp only [hterm, Finset.sum_sub_distrib, Finset.sum_ite_eq, Finset.mem_univ,
    ↓reduceIte, Finset.sum_const, Finset.card_univ]
  congr 1
  rw [← natCast_zsmul, smul_smul, mul_comm]

/-- In four dimensions the nested contraction multiplies the scalar vertex by 16 and the
vector vertex by 4, and annihilates the tensor vertex `e a * e b` with `a ≠ b`. -/
theorem four_dimensional_vertices {e : Fin 4 → R} {η : Fin 4 → ℤ}
    (h : CliffordFrame e η) :
    contract e η (contract e η 1) = (16 : ℤ) • (1 : R) ∧
    (∀ a, contract e η (contract e η (e a)) = (4 : ℤ) • e a) ∧
    (∀ a b, a ≠ b → contract e η (contract e η (e a * e b)) = 0) := by
  refine ⟨?_, fun a => ?_, fun a b hab => ?_⟩
  · simpa [vertex] using contract_contract_vertex h (l := []) List.nodup_nil
  · simpa [vertex] using contract_contract_vertex h (l := [a]) (by simp)
  · simpa [vertex] using contract_contract_vertex h (l := [a, b]) (by simp [hab])

end GammaContraction
```

```lean
#print axioms GammaContraction.contract_contract_vertex
-- 'GammaContraction.contract_contract_vertex' depends on axioms: [propext, Classical.choice, Quot.sound]
#print axioms GammaContraction.crossed_contraction
-- 'GammaContraction.crossed_contraction' depends on axioms: [propext, Classical.choice, Quot.sound]
#print axioms GammaContraction.four_dimensional_vertices
-- 'GammaContraction.four_dimensional_vertices' depends on axioms: [propext, Classical.choice, Quot.sound]
```

`sandwich_of_notMem` is the absent case, by induction on the list: the empty product uses $e_i^2=\eta_i$ and $\eta_i^2=1$, and each further factor costs one anticommutation. `sandwich_of_mem` runs the same induction until the first factor is $e_i$ itself. Distinctness then guarantees that the rest lacks $e_i$, and the first lemma finishes the case.

`contract_vertex` writes both cases as $(-1)^k(1-2\chi_i)$, where $\chi_i$ is 1 if $e_i$ is present and 0 otherwise. Summing uses $\sum_i\chi_i=k$, the step `hc`. In `contract_contract_vertex`, `hlin` supplies linearity and `hs` removes the squared sign. `crossed_contraction` compares the two orderings term by term in `hterm`, splitting on $i=j$. `four_dimensional_vertices` takes lists of length 0, 1 and 2.

The algebra takes over only after your replacement of $q_\rho q_\sigma$; that symmetric integration is an input from the loop integral. Also, $d$ is here a number of generators, hence an integer. That suffices for the coefficient of the leading divergence at $d=4$, while finite parts in dimensional regularization need the formula continued to non-integer $d$.

The same count, done informally, handles a sum over only some of the generators. If $s$ generators are summed and $m$ of them occur in $G$, the factor is $(-1)^k(s-2m)$. For example, $\sum_{i=1}^{3}\gamma^i\gamma^0\gamma_i=-3\gamma^0$, with the metric sign in the lowered index.
